# A bar with power-law hardening reaches its maximum tensile load at logarithmic strain n

A ductile metal bar pulled in tension typically stretches uniformly at first. Its cross-section shrinks, which lowers the force it can carry, while work hardening raises the stress it can carry. At some strain the shrinkage wins and the load passes through a maximum. Before the maximum, a segment that has stretched slightly more than the rest needs a higher load to continue, so the rest catches up. After it, that segment continues under a falling load and a neck forms. This is Considère's argument for placing the onset of necking at the load maximum. It is taken here as physical input; the strain at which the maximum occurs is derived.

## The load curve and its maximum

Let the bar have initial length $L_0$ and area $A_0$, current length $L$ and area $A$, and logarithmic strain $x=\log(L/L_0)$. Plastic flow conserves volume to a good approximation, so $AL=A_0L_0$ and $A/A_0=L_0/L=e^{-x}$. If the true stress (force per current area) is $\sigma(x)$, the nominal stress (force per initial area) is

$$s(x)=\frac{\sigma(x)A}{A_0}=\sigma(x)e^{-x},\qquad s'(x)=\bigl(\sigma'(x)-\sigma(x)\bigr)e^{-x}.$$

The load is therefore stationary exactly when the hardening rate $\sigma'$ equals the true stress.

Now take $\sigma(x)=Kx^n$, where the strength coefficient $K>0$ sets the stress scale and the exponent $n>0$ is the slope of $\log\sigma$ against $\log x$. For $x>0$, $\sigma'(x)=Knx^{n-1}=\sigma(x)\,n/x$, so

$$s'(x)=Kx^ne^{-x}\left(\frac nx-1\right).$$

This is positive for $0<x<n$ and negative for $x>n$. Since $s$ is continuous on $[0,\infty)$, it increases strictly on $[0,n]$ and decreases strictly on $[n,\infty)$. Its unique maximum there is $s(n)=Kn^ne^{-n}=K(n/e)^n$, the ultimate tensile strength.

Suppose that the bar has already been stretched uniformly to a strain $e_0$, the prestrain, where $0\le e_0<n$, and that it continues on the same hardening curve. If $x$ now denotes the additional strain, then $\sigma(x)=K(e_0+x)^n$ and

$$K(e_0+x)^ne^{-x}=e^{e_0}\,s(e_0+x),$$

with $s$ the power-law curve above. The maximum moves to $x=n-e_0$.

In a finite-element simulation of a tensile test, these values can check the load curve if the model uses the same power law in total logarithmic strain, is rate-independent and volume-conserving, and deforms uniformly under uniaxial stress.

## Stress laws as real functions

In Lean 4 with Mathlib:

```lean
import Mathlib

open Set

namespace ConsidereNecking

noncomputable section
```

Stresses and strains are real numbers, with a stress unit fixed in advance. A hardening law is any function `σ : ℝ → ℝ` of strain alone, which leaves out strain-rate and temperature effects.

```lean
/-- Tensile load per initial cross-section at logarithmic strain `x`, for a material with
true stress `σ` that deforms uniformly at constant volume. -/
def nominalStress (σ : ℝ → ℝ) (x : ℝ) : ℝ := σ x * Real.exp (-x)

/-- Power-law hardening: the true stress is `K x ^ n` at logarithmic strain `x`. -/
def powerLaw (K n x : ℝ) : ℝ := K * x ^ n
```

The exponent `n` is real, so `x ^ n` is the real power function.

```lean
/-- Power-law hardening of a material with prestrain `e₀`: the true stress is
`K (e₀ + x) ^ n` at additional logarithmic strain `x`. -/
def prestrainedLaw (K n e₀ x : ℝ) : ℝ := K * (e₀ + x) ^ n
```

For a prestrained bar, the nominal stress refers to the area at the start of the additional strain.

## Volume conservation gives the exponential factor

```lean
/-- For a bar stretched from length `L₀` to `L` at constant volume, the force `σ A` divided by
the initial area `A₀` is the nominal stress at strain `log (L / L₀)`. -/
theorem load_of_volume_conservation (σ : ℝ → ℝ) {A A₀ L L₀ : ℝ}
    (hA₀ : 0 < A₀) (hL : 0 < L) (hL₀ : 0 < L₀) (hvol : A * L = A₀ * L₀) :
    σ (Real.log (L / L₀)) * A / A₀ = nominalStress σ (Real.log (L / L₀)) := by
  have harea : A / A₀ = L₀ / L := by
    rw [div_eq_div_iff hA₀.ne' hL.ne']
    linarith
  unfold nominalStress
  rw [Real.exp_neg, Real.exp_log (div_pos hL hL₀), inv_div, mul_div_assoc, harea]
```

The hypothesis `hvol` is $AL=A_0L_0$. The proof turns it into the area ratio `harea`, then evaluates $e^{-\log(L/L_0)}$ as $L_0/L$.

## Stationary load for a general hardening law

```lean
/-- The slope of the nominal stress is the hardening rate minus the true stress, times
the area reduction factor `exp (-x)`. -/
theorem hasDerivAt_nominalStress {σ : ℝ → ℝ} {h x : ℝ} (hσ : HasDerivAt σ h x) :
    HasDerivAt (nominalStress σ) ((h - σ x) * Real.exp (-x)) x := by
  have he : HasDerivAt (fun y : ℝ => Real.exp (-y)) (Real.exp (-x) * (-1)) x :=
    (hasDerivAt_id' x).fun_neg.exp
  show HasDerivAt (fun y => σ y * Real.exp (-y)) _ x
  exact (hσ.fun_mul he).congr_deriv (by ring)
```

Here `h` is the hardening rate at `x`, and `HasDerivAt σ h x` says that $\sigma$ has derivative `h` there. The proof is the product rule.

```lean
/-- Considère condition for any differentiable hardening law: the load is stationary exactly
when the hardening rate `h` equals the true stress. -/
theorem considere_condition {σ : ℝ → ℝ} {h x : ℝ} (hσ : HasDerivAt σ h x) :
    HasDerivAt (nominalStress σ) 0 x ↔ h = σ x := by
  have hd := hasDerivAt_nominalStress hσ
  constructor
  · intro h0
    have hz : (h - σ x) * Real.exp (-x) = 0 := hd.unique h0
    rcases mul_eq_zero.mp hz with h1 | h1
    · linarith
    · exact absurd h1 (Real.exp_pos _).ne'
  · intro heq
    exact hd.congr_deriv (by rw [heq]; ring)
```

From left to right, uniqueness of the derivative gives $(h-\sigma(x))e^{-x}=0$, and the exponential is never zero. The equivalence concerns stationary points; whether one is a maximum depends on the law.

## The maximum for the power law

```lean
/-- At positive strain the hardening rate of the power law is the true stress times `n / x`. -/
theorem hasDerivAt_powerLaw (K n : ℝ) {x : ℝ} (hx : 0 < x) :
    HasDerivAt (powerLaw K n) (powerLaw K n x * (n / x)) x := by
  have h := (Real.hasDerivAt_rpow_const (x := x) (p := n) (Or.inl hx.ne')).const_mul K
  show HasDerivAt (fun y => K * y ^ n) _ x
  refine h.congr_deriv ?_
  unfold powerLaw
  rw [Real.rpow_sub_one hx.ne']
  ring
```

This is $\sigma'=\sigma\,n/x$, obtained from $x^{n-1}=x^n/x$ at positive strain.

```lean
/-- Load maximum for power-law hardening: the nominal stress rises strictly from strain 0 to `n`,
falls strictly beyond it, and has its unique maximum over nonnegative strains at `n`. -/
theorem necking_at_hardening_exponent {K n : ℝ} (hK : 0 < K) (hn : 0 < n) :
    StrictMonoOn (nominalStress (powerLaw K n)) (Icc 0 n) ∧
    StrictAntiOn (nominalStress (powerLaw K n)) (Ici n) ∧
    ∀ x, 0 ≤ x → x ≠ n →
      nominalStress (powerLaw K n) x < nominalStress (powerLaw K n) n := by
  have hcont : Continuous (nominalStress (powerLaw K n)) := by
    have h1 : Continuous (fun y : ℝ => y ^ n) :=
      continuous_id.rpow_const (fun _ => Or.inr hn.le)
    show Continuous (fun y : ℝ => K * y ^ n * Real.exp (-y))
    exact (continuous_const.mul h1).mul (Real.continuous_exp.comp continuous_neg)
  have hpos : ∀ x : ℝ, 0 < x → 0 < powerLaw K n x :=
    fun x hx => mul_pos hK (Real.rpow_pos_of_pos hx n)
  -- below strain n, hardening outweighs the loss of cross-section
  have hmono : StrictMonoOn (nominalStress (powerLaw K n)) (Icc 0 n) := by
    refine strictMonoOn_of_deriv_pos (convex_Icc 0 n) hcont.continuousOn ?_
    intro x hx
    rw [interior_Icc] at hx
    rw [(hasDerivAt_nominalStress (hasDerivAt_powerLaw K n hx.1)).deriv]
    have h1 : 1 < n / x := (one_lt_div hx.1).2 hx.2
    have h2 := hpos x hx.1
    exact mul_pos (by nlinarith) (Real.exp_pos _)
  -- above strain n, the loss of cross-section wins
  have hanti : StrictAntiOn (nominalStress (powerLaw K n)) (Ici n) := by
    refine strictAntiOn_of_deriv_neg (convex_Ici n) hcont.continuousOn ?_
    intro x hx
    rw [interior_Ici] at hx
    have hnx : n < x := hx
    have hx0 : 0 < x := hn.trans hnx
    rw [(hasDerivAt_nominalStress (hasDerivAt_powerLaw K n hx0)).deriv]
    have h1 : n / x < 1 := (div_lt_one hx0).2 hnx
    have h2 := hpos x hx0
    exact mul_neg_of_neg_of_pos (by nlinarith) (Real.exp_pos _)
  refine ⟨hmono, hanti, ?_⟩
  intro x hx hne
  rcases lt_or_gt_of_ne hne with h | h
  · exact hmono ⟨hx, h.le⟩ ⟨hn.le, le_rfl⟩ h
  · exact hanti (mem_Ici.2 le_rfl) (mem_Ici.2 h.le) h
```

The three conclusions are strict increase on `Icc 0 n`, the interval $[0,n]$; strict decrease on `Ici n`, the half-line $[n,\infty)$; and a strictly smaller load at every other nonnegative strain. For the first two, the sign of the derivative is needed only in the interior, and `hcont` supplies the endpoints. The comparison of $n/x$ with 1, multiplied by the positive stress `hpos`, gives that sign through `nlinarith`. The last conclusion compares $x$ with $n$ on whichever side it lies.

```lean
/-- The nominal stress of the power law at strain `n` is `K (n / e) ^ n`. -/
theorem ultimate_tensile_strength (K : ℝ) {n : ℝ} (hn : 0 < n) :
    nominalStress (powerLaw K n) n = K * (n / Real.exp 1) ^ n := by
  unfold nominalStress powerLaw
  rw [Real.div_rpow hn.le (Real.exp_pos 1).le, Real.exp_one_rpow, Real.exp_neg]
  ring
```

This identity holds for every real `K`; it gives the maximum nominal stress when `K` is positive.

## The shift caused by prestrain

```lean
/-- With prestrain `e₀` smaller than `n`, the nominal stress has its unique maximum over
nonnegative additional strains at `n - e₀`. -/
theorem necking_after_prestrain {K n e₀ : ℝ} (hK : 0 < K) (he : 0 ≤ e₀) (hen : e₀ < n)
    {x : ℝ} (hx : 0 ≤ x) (hne : x ≠ n - e₀) :
    nominalStress (prestrainedLaw K n e₀) x <
      nominalStress (prestrainedLaw K n e₀) (n - e₀) := by
  -- the load curve is the power-law curve, shifted by e₀ and rescaled
  have hshift : ∀ y, nominalStress (prestrainedLaw K n e₀) y =
      Real.exp e₀ * nominalStress (powerLaw K n) (e₀ + y) := by
    intro y
    have hexp : Real.exp (-y) = Real.exp e₀ * Real.exp (-(e₀ + y)) := by
      rw [← Real.exp_add]
      congr 1
      ring
    unfold nominalStress prestrainedLaw powerLaw
    rw [hexp]
    ring
  have hmax := (necking_at_hardening_exponent hK (he.trans_lt hen)).2.2 (e₀ + x)
    (add_nonneg he hx) (fun h => hne (by linarith))
  rw [hshift x, hshift (n - e₀), add_sub_cancel]
  exact mul_lt_mul_of_pos_left hmax (Real.exp_pos e₀)

end

end ConsidereNecking
```

The step `hshift` is the rescaling identity derived above. The preceding maximum theorem is applied at total strain `e₀ + x`, and multiplication by the positive factor $e^{e_0}$ preserves the strict inequality.

```lean
#print axioms ConsidereNecking.considere_condition
#print axioms ConsidereNecking.necking_at_hardening_exponent
#print axioms ConsidereNecking.ultimate_tensile_strength
#print axioms ConsidereNecking.necking_after_prestrain
```

```
'ConsidereNecking.considere_condition' depends on axioms: [propext, Classical.choice, Quot.sound]
'ConsidereNecking.necking_at_hardening_exponent' depends on axioms: [propext, Classical.choice, Quot.sound]
'ConsidereNecking.ultimate_tensile_strength' depends on axioms: [propext, Classical.choice, Quot.sound]
'ConsidereNecking.necking_after_prestrain' depends on axioms: [propext, Classical.choice, Quot.sound]
```
